# The relativistic Scott sum over hydrogenic levels converges to a negative value for $0<Z\alpha<1$

The model is one electron in the Coulomb field of a fixed point nucleus of charge $Z$. The coupling is $a=Z\alpha$, with $\alpha$ the fine-structure constant, and energies are in units of $mc^2$ with the rest energy subtracted. A level has principal quantum number $n$ and angular quantum number $k=j+\tfrac12$, with $1\le k\le n$. Write

$$s_k=\sqrt{k^2-a^2},\qquad d_k=k-s_k,\qquad N_k=n-d_k$$

for the root, the quantum defect and the effective quantum number. The condition $a<1$ keeps $s_k$ real and positive down to $k=1$, the states that feel the nucleus most strongly.

```lean
import Mathlib

open Real

namespace RelativisticScott

noncomputable section
```

In Lean, `defect a k` is $d_k$. The coupling `a` is any real number, while `n` and `k` are natural numbers read as reals inside the formulas.

```lean
/-- The Sommerfeld quantum defect `k - √(k² - a²)` at coupling `a = Zα`,
for `0 < a < 1` and `k ≥ 1`. -/
def defect (a : ℝ) (k : ℕ) : ℝ := k - √((k : ℝ) ^ 2 - a ^ 2)
```

The Sommerfeld energy minus the Schrödinger energy $-a^2/(2n^2)$ is `shift a n k`, written here as

$$D(n,k)=\frac{1}{\sqrt{1+a^2/N_k^2}}-1+\frac{a^2}{2n^2}.$$

Sommerfeld's formula enters as a definition; it is not derived from the Dirac operator.

```lean
/-- The Sommerfeld energy minus the Schrödinger energy of the level `(n, k)`, in units of `mc²`,
for `0 < a < 1` and `1 ≤ k ≤ n`. -/
def shift (a : ℝ) (n k : ℕ) : ℝ :=
  1 / √(1 + a ^ 2 / ((n : ℝ) - defect a k) ^ 2) - 1 + a ^ 2 / (2 * (n : ℝ) ^ 2)
```

The type `Shell` holds the allowed pairs, so a sum over `Shell` runs over all bound levels.

```lean
/-- The pairs `(n, k)` with `1 ≤ k ≤ n` that label the bound levels. -/
abbrev Shell := {p : ℕ × ℕ // 1 ≤ p.2 ∧ p.2 ≤ p.1}
```

A level with $k<n$ contains both signs of the Dirac quantum number $\kappa=\pm k$, each with $2j+1=2k$ states. For $k=n$ only one sign occurs.

```lean
/-- The number of Dirac states in the level `(n, k)`: `4k` for `k < n` and `2k` for `k = n`. -/
def degeneracy (n k : ℕ) : ℕ := if k < n then 4 * k else 2 * k
```

Weighting each shift by this number $g(n,k)$ of states gives the series `scottSum`.

```lean
/-- The sum of the relativistic shifts over all bound hydrogenic states, in units of `mc²`. -/
def scottSum (a : ℝ) : ℝ :=
  ∑' p : Shell, (degeneracy p.1.1 p.1.2 : ℝ) * shift a p.1.1 p.1.2
```

## (a) The effective quantum number from below

Show that for $0<a<1$ and $1\le k\le n$

$$N_k\ge\sqrt{1-a^2}\;n.$$

**Solution.** Put $\gamma=\sqrt{1-a^2}\le1$. Since $k\ge1$,

$$s_k^2-\gamma^2k^2=a^2(k^2-1)\ge0,$$

so $s_k\ge\gamma k$. Then $N_k=(n-k)+s_k\ge\gamma(n-k)+\gamma k=\gamma n$. In the code `hs` is the bound on $s_k$, and the last `nlinarith` uses $(1-\gamma)(n-k)\ge0$.

```lean
/-- The effective quantum number `n - d` is at least `√(1 - a²) n`. -/
theorem effective_ge {a : ℝ} (h0 : 0 < a) (h1 : a < 1) {n k : ℕ} (hk : 1 ≤ k) (hkn : k ≤ n) :
    √(1 - a ^ 2) * n ≤ (n : ℝ) - defect a k := by
  have hk' : (1 : ℝ) ≤ k := by exact_mod_cast hk
  have hkn' : (k : ℝ) ≤ n := by exact_mod_cast hkn
  have ha : 0 ≤ 1 - a ^ 2 := by nlinarith
  have hg : √(1 - a ^ 2) ≤ 1 := Real.sqrt_le_iff.mpr ⟨zero_le_one, by nlinarith⟩
  have hs : √(1 - a ^ 2) * k ≤ √((k : ℝ) ^ 2 - a ^ 2) := by
    apply Real.le_sqrt_of_sq_le
    rw [mul_pow, Real.sq_sqrt ha]
    have hk2 : 0 ≤ (k : ℝ) ^ 2 - 1 := by nlinarith
    nlinarith [mul_nonneg (sq_nonneg a) hk2]
  unfold defect
  nlinarith [mul_nonneg (sub_nonneg.mpr hg) (sub_nonneg.mpr hkn')]
```

## (b) The defect as a function of $k$

Show that for $0<a<1$ and $1\le k<l$

$$d_l<d_k.$$

**Solution.** The claim is equivalent to $s_k+(l-k)<s_l$. Both sides are positive, so compare squares:

$$s_l^2-\bigl(s_k+l-k\bigr)^2=2(l-k)(k-s_k)>0,$$

because $s_k<k$. This is `key`, where `Real.lt_sqrt` does the squaring.

```lean
/-- The quantum defect strictly decreases with the angular quantum number `k`. -/
theorem defect_strictAnti {a : ℝ} (h0 : 0 < a) (h1 : a < 1) {k l : ℕ} (hk : 1 ≤ k)
    (hkl : k < l) : defect a l < defect a k := by
  have hk' : (1 : ℝ) ≤ k := by exact_mod_cast hk
  have hkl' : (k : ℝ) < l := by exact_mod_cast hkl
  have hs2 : √((k : ℝ) ^ 2 - a ^ 2) ^ 2 = (k : ℝ) ^ 2 - a ^ 2 := Real.sq_sqrt (by nlinarith)
  have hs0 := Real.sqrt_nonneg ((k : ℝ) ^ 2 - a ^ 2)
  have hsk : √((k : ℝ) ^ 2 - a ^ 2) < k := by nlinarith [pow_pos h0 2]
  have key : √((k : ℝ) ^ 2 - a ^ 2) + (l - k) < √((l : ℝ) ^ 2 - a ^ 2) := by
    apply (Real.lt_sqrt (by linarith)).mpr
    nlinarith [mul_pos (sub_pos.mpr hkl') (sub_pos.mpr hsk)]
  unfold defect
  linarith
```

## (c) Ordering within a shell

Show that for $0<a<1$ and $1\le k<l\le n$

$$D(n,k)<D(n,l).$$

**Solution.** By (a) and (b), $0<N_k<N_l$. Hence $a^2/N_l^2<a^2/N_k^2$. Adding 1 and taking the root keeps this order, and the reciprocal reverses it. The remaining terms of $D$ depend only on $n$. The facts `hsq`, `hx`, `hr` and `hi` are these steps in turn.

```lean
/-- Within a shell of fixed `n`, the relativistic shift strictly increases with `k`. -/
theorem shift_strictMono {a : ℝ} (h0 : 0 < a) (h1 : a < 1) {n k l : ℕ} (hk : 1 ≤ k)
    (hkl : k < l) (hln : l ≤ n) : shift a n k < shift a n l := by
  have hn : (0 : ℝ) < n := by exact_mod_cast (show 0 < n by omega)
  have hg : 0 < √(1 - a ^ 2) := Real.sqrt_pos.mpr (by nlinarith)
  have hN : 0 < (n : ℝ) - defect a k :=
    lt_of_lt_of_le (mul_pos hg hn) (effective_ge h0 h1 hk (by omega))
  have hd := defect_strictAnti h0 h1 hk hkl
  have hsq : ((n : ℝ) - defect a k) ^ 2 < ((n : ℝ) - defect a l) ^ 2 := by nlinarith
  have hx := div_lt_div_of_pos_left (pow_pos h0 2) (pow_pos hN 2) hsq
  have hr : √(1 + a ^ 2 / ((n : ℝ) - defect a l) ^ 2)
      < √(1 + a ^ 2 / ((n : ℝ) - defect a k) ^ 2) :=
    Real.sqrt_lt_sqrt (by positivity) (by linarith)
  have hi := one_div_lt_one_div_of_lt (Real.sqrt_pos.mpr (by positivity)) hr
  unfold shift
  linarith
```

## (d) The levels with $k=n$

Show that for $0<a<1$ and $n\ge1$

$$D(n,n)=-\frac{d_n^2}{2n^2}.$$

**Solution.** Here $N_n=s_n$, and $1+a^2/s_n^2=n^2/s_n^2$, so the first term of $D$ is $s_n/n$. Therefore

$$D(n,n)=\frac{2ns_n-2n^2+a^2}{2n^2}.$$

Since $(n-s_n)^2=2n^2-2ns_n-a^2$, the numerator is $-d_n^2$. The code replaces the root by a variable `s` and keeps only its square and its positivity.

```lean
/-- For `k = n` the relativistic shift is minus the squared quantum defect over `2n²`. -/
theorem shift_circular {a : ℝ} (h0 : 0 < a) (h1 : a < 1) {n : ℕ} (hn : 1 ≤ n) :
    shift a n n = -(defect a n) ^ 2 / (2 * (n : ℝ) ^ 2) := by
  have hn' : (1 : ℝ) ≤ n := by exact_mod_cast hn
  have hn0 : (0 : ℝ) < n := by linarith
  have hpos : 0 < (n : ℝ) ^ 2 - a ^ 2 := by nlinarith
  have hN : (n : ℝ) - defect a n = √((n : ℝ) ^ 2 - a ^ 2) := by unfold defect; ring
  have hs2 := Real.sq_sqrt hpos.le
  have hs0 := Real.sqrt_pos.mpr hpos
  unfold shift
  rw [hN]
  unfold defect
  generalize √((n : ℝ) ^ 2 - a ^ 2) = s at hs2 hs0 ⊢
  have hx : 1 + a ^ 2 / s ^ 2 = ((n : ℝ) / s) ^ 2 := by
    rw [div_pow]
    field_simp
    linarith
  have hd : ((n : ℝ) - s) ^ 2 = 2 * (n : ℝ) ^ 2 - 2 * n * s - a ^ 2 := by
    linear_combination hs2
  rw [hx, Real.sqrt_sq (by positivity), one_div_div, hd]
  field_simp
  ring
```

## (e) The sign of every shift

Show that for $0<a<1$ and $1\le k\le n$

$$D(n,k)<0.$$

**Solution.** Since $s_n<n$, the defect $d_n$ is positive, and (d) gives $D(n,n)<0$. If $k<n$, then (c) with $l=n$ gives $D(n,k)<D(n,n)<0$. The final `rcases` separates these two cases.

The condition $k\le n$ matters: at $a=\tfrac12$ the formula gives $D(1,2)\approx+0.007$, for a pair that labels no bound level.

```lean
/-- Every bound level lies strictly below its Schrödinger counterpart. -/
theorem shift_neg {a : ℝ} (h0 : 0 < a) (h1 : a < 1) {n k : ℕ} (hk : 1 ≤ k) (hkn : k ≤ n) :
    shift a n k < 0 := by
  have hn : 1 ≤ n := hk.trans hkn
  have hn0 : (0 : ℝ) < n := by exact_mod_cast hn
  have hd : 0 < defect a n := by
    unfold defect
    have : √((n : ℝ) ^ 2 - a ^ 2) < n :=
      (Real.sqrt_lt' hn0).mpr (by nlinarith [pow_pos h0 2])
    linarith
  have hc : shift a n n < 0 := by
    rw [shift_circular h0 h1 hn]
    exact div_neg_of_neg_of_pos (neg_lt_zero.mpr (pow_pos hd 2)) (by positivity)
  rcases hkn.lt_or_eq with h | h
  · exact (shift_strictMono h0 h1 hk h le_rfl).trans hc
  · rw [h]; exact hc
```

## (f) The size of the weighted shift

Show that for $0<a<1$ and $1\le k\le n$

$$-k\,D(n,k)\le\frac{a^4}{(1-a^2)\,n^3}.$$

**Solution.** For $x\ge0$ put $t=\sqrt{1+x}$. Then $1/t\ge1-x/2$, because this is equivalent to $t^3-3t+2=(t-1)^2(t+2)\ge0$. With $x=a^2/N_k^2$,

$$-k\,D(n,k)\le\frac{a^2k}{2}\left(\frac1{N_k^2}-\frac1{n^2}\right)=\frac{a^2\,k d_k\,(n+N_k)}{2n^2N_k^2}.$$

Three bounds finish the estimate:

- $kd_k\le a^2$, since $a^2-kd_k=s_k(k-s_k)\ge0$.
- $n+N_k\le2n$, since $d_k\ge0$.
- $N_k^2\ge(1-a^2)n^2$, by (a).

In the code `ht` is the tangent bound, `hnum` combines the first two estimates, and `hN2` is the third. The `calc` block assembles them.

```lean
/-- The negated shift, multiplied by `k`, is at most `a⁴ / ((1 - a²) n³)`. -/
theorem weighted_shift_bound {a : ℝ} (h0 : 0 < a) (h1 : a < 1) {n k : ℕ} (hk : 1 ≤ k)
    (hkn : k ≤ n) : (k : ℝ) * -shift a n k ≤ a ^ 4 / ((1 - a ^ 2) * (n : ℝ) ^ 3) := by
  have hk' : (1 : ℝ) ≤ k := by exact_mod_cast hk
  have hn : (0 : ℝ) < n := by exact_mod_cast (show 0 < n by omega)
  have ha : 0 < 1 - a ^ 2 := by nlinarith
  have hge := effective_ge h0 h1 hk hkn
  have hN : 0 < (n : ℝ) - defect a k :=
    lt_of_lt_of_le (mul_pos (Real.sqrt_pos.mpr ha) hn) hge
  have hN2 := pow_le_pow_left₀ (by positivity) hge 2
  rw [mul_pow, Real.sq_sqrt ha.le] at hN2
  -- the defect satisfies 0 ≤ d and k d ≤ a²
  have hs2 : √((k : ℝ) ^ 2 - a ^ 2) ^ 2 = (k : ℝ) ^ 2 - a ^ 2 := Real.sq_sqrt (by nlinarith)
  have hs0 := Real.sqrt_nonneg ((k : ℝ) ^ 2 - a ^ 2)
  have hsk : √((k : ℝ) ^ 2 - a ^ 2) ≤ k := by nlinarith [pow_pos h0 2]
  have hd0 : 0 ≤ defect a k := by unfold defect; linarith
  have hkd : (k : ℝ) * defect a k ≤ a ^ 2 := by
    unfold defect
    nlinarith [mul_nonneg hs0 (sub_nonneg.mpr hsk)]
  unfold shift
  obtain ⟨N, hNd⟩ : ∃ N, N = (n : ℝ) - defect a k := ⟨_, rfl⟩
  have hdN : defect a k = n - N := by linarith
  rw [← hNd] at hN hN2 ⊢
  rw [hdN] at hd0 hkd
  -- the tangent bound 1 - x/2 ≤ (1 + x)^(-1/2)
  have ht : 1 - a ^ 2 / N ^ 2 / 2 ≤ 1 / √(1 + a ^ 2 / N ^ 2) := by
    have hx : 0 ≤ a ^ 2 / N ^ 2 := by positivity
    generalize a ^ 2 / N ^ 2 = x at hx ⊢
    have hq : √(1 + x) ^ 2 = 1 + x := Real.sq_sqrt (by linarith)
    have hp : 0 < √(1 + x) := Real.sqrt_pos.mpr (by linarith)
    generalize √(1 + x) = t at hq hp ⊢
    rw [le_div_iff₀ hp]
    have hxt : x * t = t ^ 3 - t := by linear_combination (-t) * hq
    nlinarith [mul_nonneg (sq_nonneg (t - 1)) (show 0 ≤ t + 2 by linarith)]
  have hnum : (k : ℝ) * (n - N) * (n + N) ≤ a ^ 2 * (2 * n) :=
    mul_le_mul hkd (by linarith) (by linarith) (by positivity)
  calc (k : ℝ) * -(1 / √(1 + a ^ 2 / N ^ 2) - 1 + a ^ 2 / (2 * (n : ℝ) ^ 2))
      ≤ k * (a ^ 2 / N ^ 2 / 2 - a ^ 2 / (2 * (n : ℝ) ^ 2)) :=
        mul_le_mul_of_nonneg_left (by linarith) (by linarith)
    _ = a ^ 2 * (k * (n - N) * (n + N)) / (2 * (n : ℝ) ^ 2 * N ^ 2) := by
        field_simp
        ring
    _ ≤ a ^ 2 * (a ^ 2 * (2 * n)) / (2 * (n : ℝ) ^ 2 * ((1 - a ^ 2) * (n : ℝ) ^ 2)) :=
        div_le_div₀ (by positivity) (mul_le_mul_of_nonneg_left hnum (by positivity))
          (by positivity) (mul_le_mul_of_nonneg_left hN2 (by positivity))
    _ = a ^ 4 / ((1 - a ^ 2) * (n : ℝ) ^ 3) := by
        have := ha.ne'
        field_simp
```

## (g) Convergence with weight $k$

Show that for $0<a<1$

$$\sum_{1\le k\le n}k\,|D(n,k)|<\infty.$$

**Solution.** Since $k\le n$, we have $n^3\ge n^{3/2}k^{3/2}$, and (f) gives

$$k\,|D(n,k)|\le\frac{a^4}{1-a^2}\,\frac1{n^{3/2}}\,\frac1{k^{3/2}}.$$

The right side is a product of two convergent series in $n$ and $k$, restricted to the allowed pairs. Lean states the result as `Summable`, which for real terms means absolute convergence, so the order of summation is immaterial. The fact `hb` is the convergent majorant and `hpow` the lower bound on $n^3$.

```lean
/-- The shifts weighted by `k` are summable over all bound levels. -/
theorem summable_weighted_shift {a : ℝ} (h0 : 0 < a) (h1 : a < 1) :
    Summable fun p : Shell => (p.1.2 : ℝ) * shift a p.1.1 p.1.2 := by
  have hs : Summable fun n : ℕ => 1 / (n : ℝ) ^ (3 / 2 : ℝ) :=
    Real.summable_one_div_nat_rpow.mpr (by norm_num)
  have hp : ∀ n : ℕ, (0 : ℝ) ≤ 1 / (n : ℝ) ^ (3 / 2 : ℝ) := fun n => by positivity
  have hb : Summable fun p : Shell =>
      1 / (p.1.1 : ℝ) ^ (3 / 2 : ℝ) * (1 / (p.1.2 : ℝ) ^ (3 / 2 : ℝ)) :=
    (hs.mul_of_nonneg hs hp hp).comp_injective Subtype.val_injective
  refine Summable.of_norm_bounded (hb.mul_left (a ^ 4 / (1 - a ^ 2))) ?_
  rintro ⟨⟨n, k⟩, hk, hkn⟩
  dsimp only at hk hkn ⊢
  have hk0 : (0 : ℝ) < k := by exact_mod_cast hk
  have hkn' : (k : ℝ) ≤ n := by exact_mod_cast hkn
  have hn0 : (0 : ℝ) < n := by linarith
  have ha : 0 < 1 - a ^ 2 := by nlinarith
  -- k ≤ n gives a lower bound on n³, so 1/n³ is at most a product of two summable factors
  have hpow : (n : ℝ) ^ (3 / 2 : ℝ) * (k : ℝ) ^ (3 / 2 : ℝ) ≤ (n : ℝ) ^ 3 := by
    have he : (n : ℝ) ^ (3 / 2 : ℝ) * (n : ℝ) ^ (3 / 2 : ℝ) = (n : ℝ) ^ 3 := by
      rw [← Real.rpow_add hn0, ← Real.rpow_natCast]
      norm_num
    rw [← he]
    exact mul_le_mul_of_nonneg_left
      (Real.rpow_le_rpow hk0.le hkn' (by norm_num)) (by positivity)
  rw [Real.norm_eq_abs, abs_of_neg (mul_neg_of_pos_of_neg hk0 (shift_neg h0 h1 hk hkn)),
    ← mul_neg]
  calc (k : ℝ) * -shift a n k ≤ a ^ 4 / ((1 - a ^ 2) * (n : ℝ) ^ 3) :=
        weighted_shift_bound h0 h1 hk hkn
    _ = a ^ 4 / (1 - a ^ 2) * (1 / (n : ℝ) ^ 3) := by rw [div_mul_div_comm, mul_one]
    _ ≤ a ^ 4 / (1 - a ^ 2) * (1 / ((n : ℝ) ^ (3 / 2 : ℝ) * (k : ℝ) ^ (3 / 2 : ℝ))) :=
        mul_le_mul_of_nonneg_left (one_div_le_one_div_of_le (by positivity) hpow)
          (by positivity)
    _ = _ := by rw [div_mul_div_comm 1 _ 1, mul_one]
```

## (h) General weights

Let $0<a<1$, and let $w(n,k)>0$ satisfy $w(n,k)\le Ck$ for a constant $C$. Show that the following series converges and that

$$\sum_{1\le k\le n}w(n,k)\,D(n,k)<0.$$

**Solution.** Since $|wD|\le Ck|D|$, (g) gives convergence. Every term is negative by (e), so the sum is at most its $(1,1)$ term, which is negative. The code applies `tsum_pos` to the negated series, with $(1,1)$ as the strictly positive term.

```lean
/-- For positive level weights bounded by a multiple of `k`, the weighted sum of the shifts
converges and is negative. -/
theorem weighted_sum_neg {a : ℝ} (h0 : 0 < a) (h1 : a < 1) (w : Shell → ℝ) (C : ℝ)
    (hw : ∀ p, 0 < w p) (hC : ∀ p, w p ≤ C * p.1.2) :
    Summable (fun p : Shell => w p * shift a p.1.1 p.1.2) ∧
      ∑' p : Shell, w p * shift a p.1.1 p.1.2 < 0 := by
  have hs : Summable (fun p : Shell => w p * shift a p.1.1 p.1.2) := by
    refine Summable.of_norm_bounded ((summable_weighted_shift h0 h1).norm.mul_left C) ?_
    intro p
    rw [norm_mul, norm_mul, Real.norm_of_nonneg (hw p).le,
      Real.norm_of_nonneg (Nat.cast_nonneg p.1.2), ← mul_assoc]
    exact mul_le_mul_of_nonneg_right (hC p) (norm_nonneg _)
  have hneg : ∀ p : Shell, 0 < -(w p * shift a p.1.1 p.1.2) := fun p =>
    neg_pos.mpr (mul_neg_of_pos_of_neg (hw p) (shift_neg h0 h1 p.2.1 p.2.2))
  have ht := hs.neg.tsum_pos (fun p => (hneg p).le) ⟨(1, 1), le_rfl, le_rfl⟩ (hneg _)
  rw [tsum_neg] at ht
  exact ⟨hs, neg_pos.mp ht⟩
```

## (i) The sum over Dirac states

Show that for $0<a<1$ both series converge and

$$\sum_{1\le k\le n}k\,D(n,k)<0,\qquad \sum_{1\le k\le n}g(n,k)\,D(n,k)<0.$$

**Solution.** Apply (h) with $w=k$, $C=1$, and with $w=g$, $C=4$, since $0<g(n,k)\le4k$.

For non-interacting electrons filling every bound level of a point nucleus, the total relativistic lowering is thus finite. The Scott correction proper concerns the ground-state energy of interacting atoms at large $Z$; the theorem treats only the hydrogenic series at fixed $a$ and takes no atomic limit.

Suppose the series with weights $g$ is cut after the shell $n=M\ge1$. Since $g\le4k$, summing (f) by hand over the $n$ levels of each omitted shell bounds the error by

$$\sum_{n>M}\frac{4a^4}{(1-a^2)n^2}<\frac{4a^4}{(1-a^2)M}.$$

```lean
/-- For `0 < a < 1` the shifts are summable over all bound levels, both with weight `k` and with
the Dirac degeneracies, and both sums are negative. -/
theorem relativistic_scott_sum {a : ℝ} (h0 : 0 < a) (h1 : a < 1) :
    (Summable (fun p : Shell => (p.1.2 : ℝ) * shift a p.1.1 p.1.2) ∧
      ∑' p : Shell, (p.1.2 : ℝ) * shift a p.1.1 p.1.2 < 0) ∧
    (Summable (fun p : Shell => (degeneracy p.1.1 p.1.2 : ℝ) * shift a p.1.1 p.1.2) ∧
      scottSum a < 0) := by
  have hk : ∀ p : Shell, (0 : ℝ) < p.1.2 := fun p => by exact_mod_cast p.2.1
  constructor
  · exact weighted_sum_neg h0 h1 (fun p => (p.1.2 : ℝ)) 1 hk (fun p => by simp)
  · refine weighted_sum_neg h0 h1 (fun p => (degeneracy p.1.1 p.1.2 : ℝ)) 4 ?_ ?_
    · intro p
      have := hk p
      unfold degeneracy
      split_ifs <;> push_cast <;> linarith
    · intro p
      have := hk p
      unfold degeneracy
      split_ifs <;> push_cast <;> linarith

end

end RelativisticScott
```

```lean
#print axioms RelativisticScott.relativistic_scott_sum
```

```
'RelativisticScott.relativistic_scott_sum' depends on axioms: [propext, Classical.choice, Quot.sound]
```
